# The Bose–Einstein weight u²/(e^{u²} − 1) as a sum of decaying exponentials for u > 0

For real u > 0, the declaration states that the series with terms u² e^{−(n+1)u²}, n = 0, 1, 2, …, converges to u²/(e^{u²} − 1). In physical terms, this is the Bose–Einstein occupation at zero chemical potential and reduced energy u², multiplied by u² and expanded in Boltzmann factors. The statement concerns each fixed u and involves no integral over u. The proof takes the geometric series with ratio e^{−u²}, multiplies it by u² e^{−u²}, and then matches both the terms and the sum to the stated forms.

The first attempt, which Lean rejects:

```lean
import Mathlib

open MeasureTheory Set Real

namespace BlochLaw

noncomputable section

/-- For `u > 0` the dimensionless thermal weight is the sum over `n ≥ 0` of the terms `u ^ 2 * exp
(-(n + 1) * u ^ 2)`. -/
theorem weight_hasSum {u : ℝ} (hu : 0 < u) :
    HasSum (fun n : ℕ => u ^ 2 * Real.exp (-((n : ℝ) + 1) * u ^ 2))
      (u ^ 2 / (Real.exp (u ^ 2) - 1)) := by
  have hu2 : 0 < u ^ 2 := by positivity
  have hE : 1 < Real.exp (u ^ 2) := Real.one_lt_exp_iff.2 hu2
  have hr : Real.exp (-u ^ 2) < 1 := Real.exp_lt_one (by linarith)
  have h := (hasSum_geometric_of_lt_one (Real.exp_pos _).le hr).mul_left
    (u ^ 2 * Real.exp (-u ^ 2))
  have hv : u ^ 2 * Real.exp (-u ^ 2) * (1 - Real.exp (-u ^ 2))⁻¹
      = u ^ 2 / (Real.exp (u ^ 2) - 1) := by
    have h3 : Real.exp (-u ^ 2) * Real.exp (u ^ 2) = 1 := by
      rw [← Real.exp_add, neg_add_cancel, Real.exp_zero]
    rw [← div_eq_mul_inv, div_eq_div_iff (by linarith) (by linarith)]
    linear_combination u ^ 2 * h3
  have hf : (fun n : ℕ => u ^ 2 * Real.exp (-((n : ℝ) + 1) * u ^ 2))
      = fun n : ℕ => u ^ 2 * Real.exp (-u ^ 2) * Real.exp (-u ^ 2) ^ n := by
    funext n
    have hn : Real.exp (-((n : ℝ) + 1) * u ^ 2)
        = Real.exp (-u ^ 2) * Real.exp (-u ^ 2) ^ n := by
      rw [← Real.exp_nat_mul, ← Real.exp_add]
      congr 1
      ring
    rw [hn, mul_assoc]
  rw [hf, ← hv]
  exact h

end

end BlochLaw
```

Messages:

```
Main.lean:16:37: error(lean.unknownIdentifier): Unknown constant `Real.exp_lt_one`
```

The mended proof, as a diff:

```diff
@@ -14,5 +14,5 @@
   have hu2 : 0 < u ^ 2 := by positivity
   have hE : 1 < Real.exp (u ^ 2) := Real.one_lt_exp_iff.2 hu2
-  have hr : Real.exp (-u ^ 2) < 1 := Real.exp_lt_one (by linarith)
+  have hr : Real.exp (-u ^ 2) < 1 := Real.exp_lt_one_iff.2 (by linarith)
   have h := (hasSum_geometric_of_lt_one (Real.exp_pos _).le hr).mul_left
     (u ^ 2 * Real.exp (-u ^ 2))
```

Diagnosis. The only error is a missing name: Lean finds no constant called `Real.exp_lt_one` in the environment. The call was meant to prove `hr`, the claim that the ratio `Real.exp (-u ^ 2)` is less than 1, which `hasSum_geometric_of_lt_one` needs for the series to converge. The claim itself is true, and the mathematical argument does not change.

The repair uses `Real.exp_lt_one_iff`, an equivalence between `Real.exp x < 1` and `x < 0`. Its `.2` direction turns a proof that the exponent is negative into the required bound. Here the exponent is `-u ^ 2`, so `linarith` has to show `-u ^ 2 < 0`, which follows from `hu2 : 0 < u ^ 2`. The line above already uses `Real.one_lt_exp_iff.2` in the same way for the opposite inequality.
